# The t-matrix of a projected potential equals the truncated t-matrix when the projector commutes with V and G

## Solving one block of channels at a time

A full-potential scattering code can use the symmetry of an atomic site to sort the angular-momentum channels into blocks, and then compute the t-matrix of each block from the potential in that block alone. This step is exact if neither the potential nor the Green function couples the block to the other channels. The same question arises for an angular-momentum cutoff: is the t-matrix of the cut-off potential the same as the cut-off t-matrix of the whole potential?

Let V be the potential, G the Green function at a fixed energy, and P the projector onto the kept channels. The t-matrix is

T = (1 − VG)⁻¹V.

The two ways of truncating give

T_P = (1 − PVPG)⁻¹PVP and PTP.

The first removes channels before the scattering equation is solved, the second afterwards. In general they differ, because a scattered wave can enter a discarded channel and come back.

The free-space Green function is diagonal in angular momentum about a single site, so it commutes with a cutoff at l_max. A non-spherical potential usually couples channels across such a cutoff and then does not commute with it. A projector onto a symmetry type of the site's point group commutes with both, provided that V and G are invariant under that group.

## What is assumed and what follows

The main theorem, `tMatrix_projected`, takes elements P, V and G of an arbitrary ring `R`, whose multiplication need not be commutative. Its hypotheses are:

- `P * P = P`: P is a projector. It need not be Hermitian, and a ring has no adjoint in any case.
- `Commute P V` and `Commute P G`: PV = VP and PG = GP, so neither operator couples kept to discarded channels.
- `IsUnit (1 - V * G)`: 1 − VG has a two-sided inverse. For finite matrices this means that the source-free equation X = VGX has only the solution X = 0. With the free-space Green function G = (E − H₀)⁻¹ of the free Hamiltonian H₀ at a negative energy E, a nonzero solution would signal a bound state of H₀ + V at that energy.

The conclusion has two parts: 1 − PVPG is invertible, and T_P = PTP. Invertibility of the projected problem is therefore derived, not assumed.

The definition `tMatrix V G` fixes the convention T = (1 − VG)⁻¹V, with the sign for which T = V + VGT. It uses `Ring.inverse`, which returns zero for an element without an inverse; the theorems about `tMatrix` assume or prove the invertibility that they need.

Finite matrices over channels, sites or radial grid points form a ring, as do the bounded operators on a Hilbert space. Unbounded operators are not covered directly. Spherical harmonics, radial functions and the energy dependence of G do not appear, and the commutation relations have to be established for the model at hand.

## Two Dyson equations

Multiplying the definition of T by 1 − VG from the left gives (1 − VG)T = V, that is,

T = V + VGT.

Conversely, any X with X = V + VGX satisfies (1 − VG)X = V, so X = T. The solution is unique.

For the opposite order, write B = (1 − VG)⁻¹. From B(1 − VG) = 1 it follows that B = 1 + BVG. Multiplying by V from the right, and using T = BV, gives

T = V + TGV.

If P commutes with V and G, it commutes with 1 − VG, hence with B, and hence with T = BV.

## The path through the discarded channels

Suppose first that P commutes with V but perhaps not with G, and that both inverses exist. Since P² = P, we have PVP = PV. Projecting the first Dyson equation on both sides gives

PTP = PVP + PVGTP = PVP + PVPG TP.

Now split TP = PTP + (1 − P)TP and move the first part to the left:

(1 − PVPG)PTP = PVP + PVPG(1 − P)TP.

Multiplication by (1 − PVPG)⁻¹ from the left yields

PTP = T_P + T_P G(1 − P)TP.

The last term is the error made by truncating the potential first. Read from right to left, it starts in a kept channel, scatters into a discarded one, and returns through G.

## Invertibility and equality

Now let P commute with G as well. Then PVPG = PVG, and the inverse of 1 − PVG is 1 + PTG. In one order,

(1 − PVG)(1 + PTG) = 1 + PTG − PVG − PVGPTG.

Because P commutes with VG, P(VG)P = P(VG), and the right-hand side becomes

1 + P(T − V − VGT)G = 1

by the first Dyson equation. In the other order, P(TG)P = P(TG) gives

(1 + PTG)(1 − PVG) = 1 + P(T − V − TGV)G = 1

by the second.

Finally, P commutes with T, so (1 − P)TP = (1 − P)PT = 0. The correction term vanishes and PTP = T_P.

## A Green function that spoils the equality

Take two channels, V = 1, keep the first channel, and let G have zeros on the diagonal and 2 off the diagonal. Then T has −1/3 on the diagonal and −2/3 off it, so the kept entry of PTP is −1/3. The projected potential gives T_P = P, whose kept entry is 1. The correction term accounts for the difference:

1 · 2 · (−2/3) = −4/3, and 1 − 4/3 = −1/3.

Here P commutes with V, and the mismatch comes from G alone.

## The block solve in a program

For a block that satisfies the commutation conditions, a program that works with finite matrices, in a basis where P selects a subset of the basis functions, can assemble the submatrices V_b and G_b of V and G on that subset and solve the linear system

(1 − V_b G_b)T_b = V_b.

No explicit inverse is needed. Within the finite matrix model, and provided that the full 1 − VG is invertible, T_b is the corresponding block of the full t-matrix. The norms of PV − VP and PG − GP show beforehand whether the block is decoupled.

The same argument, started from T = V + TGV, gives the mirror-image formula

PTP = T_P + PT(1 − P)G T_P,

again for P commuting with V and both inverses existing. This version is a consequence worked out by hand and is not stated in the file.

## The Lean file

```lean
import Mathlib

open Matrix

namespace FullPotentialTruncation

noncomputable section

variable {R : Type*} [Ring R]

/-- The t-matrix `(1 - V G)⁻¹ V` of a potential `V` with Green function `G`; it is zero by
convention if `1 - V G` is not invertible. -/
def tMatrix (V G : R) : R := Ring.inverse (1 - V * G) * V

/-- If `1 - V G` is invertible, the t-matrix solves the Dyson equation `T = V + V G T`. -/
theorem tMatrix_dyson {V G : R} (hU : IsUnit (1 - V * G)) :
    tMatrix V G = V + V * G * tMatrix V G := by
  have h : (1 - V * G) * tMatrix V G = V := Ring.mul_inverse_cancel_left _ _ hU
  calc tMatrix V G = (1 - V * G) * tMatrix V G + V * G * tMatrix V G := by
        rw [sub_mul, one_mul, sub_add_cancel]
    _ = V + V * G * tMatrix V G := by rw [h]

/-- If `1 - V G` is invertible, the t-matrix solves the Dyson equation in the opposite order, `T = V
+ T G V`. -/
theorem tMatrix_dyson_right {V G : R} (hU : IsUnit (1 - V * G)) :
    tMatrix V G = V + tMatrix V G * G * V := by
  have key : ∀ B : R, B * (1 - V * G) = 1 → B * V = V + B * V * G * V := by
    intro B h
    calc B * V = B * (1 - V * G) * V + B * V * G * V := by noncomm_ring
      _ = V + B * V * G * V := by rw [h, one_mul]
  exact key _ (Ring.inverse_mul_cancel _ hU)

/-- If `1 - V G` is invertible, every solution of the Dyson equation is the t-matrix. -/
theorem tMatrix_unique {V G X : R} (hU : IsUnit (1 - V * G))
    (hX : X = V + V * G * X) : X = tMatrix V G := by
  have h : (1 - V * G) * X = V := by
    rw [sub_mul, one_mul]
    exact sub_eq_of_eq_add hX
  calc X = Ring.inverse (1 - V * G) * ((1 - V * G) * X) :=
        (Ring.inverse_mul_cancel_left _ _ hU).symm
    _ = tMatrix V G := by rw [h, tMatrix]

/-- If `1 - V G` is invertible, an element `P` that commutes with `V` and `G` commutes with the
t-matrix. -/
theorem commute_tMatrix {P V G : R} (hV : Commute P V) (hG : Commute P G)
    (hU : IsUnit (1 - V * G)) : Commute P (tMatrix V G) := by
  have hA : Commute P (1 - V * G) := (Commute.one_right P).sub_right (hV.mul_right hG)
  have hB : Commute P (Ring.inverse (1 - V * G)) := by
    obtain ⟨u, hu⟩ := hU
    rw [← hu] at hA ⊢
    rw [Ring.inverse_unit]
    exact hA.units_inv_right
  exact hB.mul_right hV

/-- For an operator that commutes with the projector, projecting on one side is the same
as projecting on both. -/
theorem project_once {P X : R} (hP : P * P = P) (hX : Commute P X) :
    P * X * P = P * X := by
  rw [mul_assoc, ← hX.eq, ← mul_assoc, hP]

/-- Exact truncation formula when the projector commutes with the potential and both `1 - V G` and
`1 - P V P G` are invertible: the truncated t-matrix is the t-matrix of the projected potential plus
a term that passes through the discarded channels `1 - P`. -/
theorem truncation_formula {P V G : R} (hP : P * P = P) (hV : Commute P V)
    (hU : IsUnit (1 - V * G)) (hUP : IsUnit (1 - P * V * P * G)) :
    P * tMatrix V G * P = tMatrix (P * V * P) G
      + tMatrix (P * V * P) G * G * ((1 - P) * tMatrix V G * P) := by
  have e := project_once hP hV
  -- project the Dyson equation and split the intermediate channels into P and 1 - P
  have key : ∀ T : R, T = V + V * G * T →
      (1 - P * V * P * G) * (P * T * P) = P * V * P * (1 + G * ((1 - P) * T * P)) := by
    intro T h
    calc (1 - P * V * P * G) * (P * T * P)
        = P * T * P - P * V * P * G * P * T * P := by noncomm_ring
      _ = P * (V + V * G * T) * P - P * V * P * G * P * T * P := by rw [← h]
      _ = P * V * P + P * V * (G * T * P) - P * V * P * G * P * T * P := by noncomm_ring
      _ = P * V * P + P * V * P * (G * T * P) - P * V * P * G * P * T * P := by rw [e]
      _ = P * V * P * (1 + G * ((1 - P) * T * P)) := by noncomm_ring
  calc P * tMatrix V G * P
      = Ring.inverse (1 - P * V * P * G)
          * ((1 - P * V * P * G) * (P * tMatrix V G * P)) :=
        (Ring.inverse_mul_cancel_left _ _ hUP).symm
    _ = Ring.inverse (1 - P * V * P * G)
          * (P * V * P * (1 + G * ((1 - P) * tMatrix V G * P))) := by
        rw [key _ (tMatrix_dyson hU)]
    _ = _ := by simp only [tMatrix, mul_add, mul_one, mul_assoc]

/-- If the projector commutes with the potential and the Green function, and `1 - V G` is
invertible, then `1 - P V P G` is invertible and the t-matrix of the projected potential
`P V P` is the truncated t-matrix `P T P`. -/
theorem tMatrix_projected {P V G : R} (hP : P * P = P) (hV : Commute P V)
    (hG : Commute P G) (hU : IsUnit (1 - V * G)) :
    IsUnit (1 - P * V * P * G) ∧ tMatrix (P * V * P) G = P * tMatrix V G * P := by
  have hUP : IsUnit (1 - P * V * P * G) := by
    obtain ⟨T, h1, h2, hT⟩ : ∃ T : R, T = V + V * G * T ∧ T = V + T * G * V ∧ Commute P T :=
      ⟨_, tMatrix_dyson hU, tMatrix_dyson_right hU, commute_tMatrix hV hG hU⟩
    have c1 := project_once hP (hV.mul_right hG)
    have c2 := project_once hP (hT.mul_right hG)
    rw [project_once hP hV]
    -- the inverse is 1 + P T G, by the two Dyson equations
    refine ⟨⟨1 - P * V * G, 1 + P * T * G, ?_, ?_⟩, rfl⟩
    · calc (1 - P * V * G) * (1 + P * T * G)
          = 1 + P * (T - V) * G - P * (V * G) * P * T * G := by noncomm_ring
        _ = 1 + P * (T - (V + V * G * T)) * G := by rw [c1]; noncomm_ring
        _ = 1 := by rw [← h1, sub_self, mul_zero, zero_mul, add_zero]
    · calc (1 + P * T * G) * (1 - P * V * G)
          = 1 + P * (T - V) * G - P * (T * G) * P * V * G := by noncomm_ring
        _ = 1 + P * (T - (V + T * G * V)) * G := by rw [c2]; noncomm_ring
        _ = 1 := by rw [← h2, sub_self, mul_zero, zero_mul, add_zero]
  refine ⟨hUP, ?_⟩
  -- the term through the discarded channels vanishes
  have hT := commute_tMatrix hV hG hU
  have h0 : (1 - P) * tMatrix V G * P = 0 := by
    rw [sub_mul, one_mul, sub_mul, project_once hP hT, hT.eq, sub_self]
  rw [truncation_formula hP hV hU hUP, h0, mul_zero, add_zero]

/-- Projector on the first two of three channels. -/
def keepTwo : Matrix (Fin 3) (Fin 3) ℚ := !![1, 0, 0; 0, 1, 0; 0, 0, 0]

/-- A potential matrix that couples the first two of three channels. -/
def mixV : Matrix (Fin 3) (Fin 3) ℚ := !![0, 1, 0; 1, 0, 0; 0, 0, 1]

/-- A singular diagonal matrix that takes the place of `G` in an algebraic test case. It is not the
resolvent of a three-channel Hamiltonian, which would be invertible. -/
def diagG : Matrix (Fin 3) (Fin 3) ℚ := !![2, 0, 0; 0, 0, 0; 0, 0, 2]

/-- The matrices `keepTwo`, `mixV` and `diagG` meet the hypotheses of `tMatrix_projected` as `P`,
`V` and `G`, and `mixV` and `diagG` do not commute with each other. -/
theorem tMatrix_projected_witness :
    keepTwo * keepTwo = keepTwo ∧ Commute keepTwo mixV ∧ Commute keepTwo diagG ∧
      IsUnit (1 - mixV * diagG) ∧ mixV * diagG ≠ diagG * mixV := by
  have hne : mixV * diagG ≠ diagG * mixV := by
    intro h
    have h01 := congrFun (congrFun h 0) 1
    norm_num [mixV, diagG, Matrix.mul_apply, Fin.sum_univ_succ] at h01
  have hA : 1 - mixV * diagG = !![1, 0, 0; -2, 1, 0; 0, 0, -1] := by
    ext i j
    fin_cases i <;> fin_cases j <;>
      norm_num [mixV, diagG, Matrix.mul_apply, Fin.sum_univ_succ, Matrix.one_apply]
  rw [hA]
  refine ⟨?_, ?_, ?_, ⟨⟨!![1, 0, 0; -2, 1, 0; 0, 0, -1],
    !![1, 0, 0; 2, 1, 0; 0, 0, -1], ?_, ?_⟩, rfl⟩, hne⟩
  all_goals
    try change _ * _ = _ * _
    ext i j
    fin_cases i <;> fin_cases j <;>
      norm_num [keepTwo, mixV, diagG, Matrix.mul_apply, Fin.sum_univ_succ, Matrix.one_apply]

/-- Projector on the first of two channels. -/
def keepOne : Matrix (Fin 2) (Fin 2) ℚ := !![1, 0; 0, 0]

/-- A Green function that couples the two channels. -/
def hopG : Matrix (Fin 2) (Fin 2) ℚ := !![0, 2; 2, 0]

/-- With unit potential and a Green function that couples the kept and the discarded channel,
both t-matrices are well defined, but that of the projected potential differs from the
truncated one. -/
theorem truncation_fails_for_coupling_green :
    keepOne * keepOne = keepOne ∧ IsUnit (1 - 1 * hopG) ∧
      IsUnit (1 - keepOne * 1 * keepOne * hopG) ∧
      tMatrix (keepOne * 1 * keepOne) hopG ≠ keepOne * tMatrix 1 hopG * keepOne := by
  have hP : keepOne * keepOne = keepOne := by
    ext i j
    fin_cases i <;> fin_cases j <;> norm_num [keepOne, Matrix.mul_apply, Fin.sum_univ_succ]
  have hU : IsUnit (1 - 1 * hopG) := by
    rw [one_mul]
    refine ⟨⟨1 - hopG, !![-1/3, -2/3; -2/3, -1/3], ?_, ?_⟩, rfl⟩ <;>
    · ext i j
      fin_cases i <;> fin_cases j <;>
        norm_num [hopG, Matrix.mul_apply, Fin.sum_univ_succ, Matrix.one_apply]
  have hUP : IsUnit (1 - keepOne * 1 * keepOne * hopG) := by
    have hA : 1 - keepOne * hopG = !![1, -2; 0, 1] := by
      ext i j
      fin_cases i <;> fin_cases j <;>
        norm_num [keepOne, hopG, Matrix.mul_apply, Fin.sum_univ_succ, Matrix.one_apply]
    rw [mul_one, hP, hA]
    refine ⟨⟨!![1, -2; 0, 1], !![1, 2; 0, 1], ?_, ?_⟩, rfl⟩ <;>
    · ext i j
      fin_cases i <;> fin_cases j <;>
        norm_num [Matrix.mul_apply, Fin.sum_univ_succ, Matrix.one_apply]
  refine ⟨hP, hU, hUP, ?_⟩
  -- both t-matrices are identified through their Dyson equations
  have hT : !![-1/3, -2/3; -2/3, -1/3] = tMatrix 1 hopG := by
    apply tMatrix_unique hU
    rw [one_mul]
    ext i j
    fin_cases i <;> fin_cases j <;>
      norm_num [hopG, Matrix.mul_apply, Fin.sum_univ_succ, Matrix.one_apply]
  have hTP : keepOne = tMatrix (keepOne * 1 * keepOne) hopG := by
    apply tMatrix_unique hUP
    rw [mul_one, hP]
    ext i j
    fin_cases i <;> fin_cases j <;>
      norm_num [keepOne, hopG, Matrix.mul_apply, Fin.sum_univ_succ]
  rw [← hT, ← hTP]
  intro h
  have h00 := congrFun (congrFun h 0) 0
  norm_num [keepOne, Matrix.mul_apply, Fin.sum_univ_succ] at h00

end

end FullPotentialTruncation
```

```lean
#print axioms FullPotentialTruncation.tMatrix_projected
#print axioms FullPotentialTruncation.truncation_fails_for_coupling_green
```

```
'FullPotentialTruncation.tMatrix_projected' depends on axioms: [propext, Classical.choice, Quot.sound]
'FullPotentialTruncation.truncation_fails_for_coupling_green' depends on axioms: [propext, Classical.choice, Quot.sound]
```

## How the proof follows the algebra

`tMatrix_dyson` and `tMatrix_dyson_right` are the two Dyson equations. The second is first shown for any left inverse `B` of 1 − VG, so that `noncomm_ring`, which expands and compares noncommutative products, has only a plain variable to handle. `tMatrix_unique` multiplies (1 − VG)X = V by the inverse.

`commute_tMatrix` carries commutation with P from 1 − VG to its inverse, through `Commute.units_inv_right`, and then to T. `project_once` is the identity PXP = PX for X commuting with P. It supplies the places where P² = P is needed, since `noncomm_ring` does not know that P is a projector.

In `truncation_formula`, the inner statement `key` is the projected Dyson equation before division by 1 − PVPG. Its `calc` chain inserts the Dyson equation, replaces PV by PVP, and collects the terms into PVP(1 + G(1 − P)TP). The outer chain multiplies by the inverse.

`tMatrix_projected` begins with invertibility. The `obtain` line replaces the t-matrix by a letter `T` with just the properties required: both Dyson equations and commutation with P. The unit is then given explicitly as 1 − PVG with inverse 1 + PTG, and the two `calc` blocks are the two products computed above. The facts `c1` and `c2` remove the inner projector from P(VG)P and P(TG)P. After that, `h0` states that (1 − P)TP = 0, and the truncation formula reduces to the required equality.

The remaining theorems concern rational matrices, checked entry by entry. `tMatrix_projected_witness` shows that three 3 × 3 matrices satisfy all the hypotheses although V and G do not commute with each other, so the main theorem also applies when the order of the factors matters. This is a test of the algebra only: the matrix used for G is diagonal with a zero entry and hence singular, whereas the resolvent of a three-channel Hamiltonian is invertible. `truncation_fails_for_coupling_green` is the two-channel example. It identifies each t-matrix by checking a candidate in its Dyson equation and applying `tMatrix_unique`, and then compares the entries in the kept channel.
